# A pair of real orbitals whose Boys objective is 2 for every orthogonal mixing

A pair of localised orbitals is represented here by a real $2\times 2$ matrix $R$, not by a rotation angle. The columns of $R$ are the coefficients of the two new orbitals in a fixed orthonormal pair of real orbitals, and the new pair is orthonormal when $R^T R = 1$. This condition admits reflections as well as rotations, so it covers changes of sign and exchanges of the two orbitals. The position operator enters only through its matrix elements between the two original orbitals, one real symmetric matrix for each Cartesian component. These matrices are given data; no wavefunction or integral is involved.

Boys localisation picks the mixing that maximises the sum of the squared orbital centres. This is the same as minimising the total spread, because the sum of the expectation values of $r^2$ does not change under the mixing. For the position matrices

$$X = \begin{pmatrix} 1 & 0 \\ 0 & -1 \end{pmatrix}, \qquad Y = \begin{pmatrix} 0 & 1 \\ 1 & 0 \end{pmatrix},$$

the objective equals 2 for every real orthogonal $R$, so the criterion selects nothing. In this two-orbital model, two localisation runs may therefore return visibly different orbitals although both have converged correctly.

```lean
import Mathlib

open Matrix

namespace BoysNonUnique

noncomputable section
```

## The objective and the two position matrices

Let $D_k$ be the matrix of position component $k$. The centre of orbital $i$ along that component is the diagonal element $(R^T D_k R)_{ii}$, and the objective is

$$B(R) = \sum_k \sum_{i} \big((R^T D_k R)_{ii}\big)^2 .$$

In Lean the components are labelled by an arbitrary finite type `κ`, so one, two or three Cartesian directions are all allowed. The orbitals are labelled 0 and 1. The definition accepts any real matrix `R`; orthogonality appears as a hypothesis in the theorems.

```lean
/-- The Boys localisation objective of two real orbitals, the columns of `R`: the sum over
position components `k` and orbitals `i` of the squared orbital centres. -/
def boysObjective {κ : Type*} [Fintype κ] (D : κ → Matrix (Fin 2) (Fin 2) ℝ)
    (R : Matrix (Fin 2) (Fin 2) ℝ) : ℝ :=
  ∑ k, ∑ i, ((Rᵀ * D k * R) i i) ^ 2
```

Particular mixings are needed later, and plane rotations supply them:

$$\begin{pmatrix} \cos\theta & -\sin\theta \\ \sin\theta & \cos\theta \end{pmatrix}.$$

The Lean definition takes the cosine and the sine as two separate numbers, which allows rational values such as $3/5$ and $4/5$.

```lean
/-- The mixing of two orbitals with cosine `c` and sine `s`. -/
def planeRotation (c s : ℝ) : Matrix (Fin 2) (Fin 2) ℝ := !![c, -s; s, c]
```

The matrices $X$ and $Y$ are written out entry by entry, in a unit of length that makes their non-zero entries $\pm 1$. Physically, they stand for a degenerate pair of real orbitals of $E$ symmetry in a $C_{3v}$ molecule with the origin on its axis: let the $x$ axis lie in a mirror plane, and let the first orbital be even and the second odd under that reflection. Symmetry then gives the two components perpendicular to the molecular axis this form up to a common factor, once the signs of the orbitals are suitably chosen. The component along the axis is a multiple of the identity matrix; it would add only a constant to the objective and is left out.

```lean
/-- The matrix of the position component `x`. -/
def posX : Matrix (Fin 2) (Fin 2) ℝ := !![1, 0; 0, -1]

/-- The matrix of the position component `y`. -/
def posY : Matrix (Fin 2) (Fin 2) ℝ := !![0, 1; 1, 0]
```

## What orthogonality leaves free

The columns of a plane rotation have squared length $\cos^2\theta + \sin^2\theta$, and their scalar product is $-\cos\theta\sin\theta + \sin\theta\cos\theta = 0$. The rotation is therefore orthogonal as soon as the two numbers satisfy the Pythagorean relation. Lean checks the four entries of the product separately.

```lean
/-- A plane rotation is orthogonal when its cosine and sine satisfy `c² + s² = 1`. -/
theorem planeRotation_orthogonal {c s : ℝ} (h : c ^ 2 + s ^ 2 = 1) :
    (planeRotation c s)ᵀ * planeRotation c s = 1 := by
  ext i j
  fin_cases i <;> fin_cases j <;>
    simp [planeRotation, Matrix.mul_apply, Fin.sum_univ_two] <;> linarith
```

For a general orthogonal matrix, write

$$R = \begin{pmatrix} a & b \\ c & d \end{pmatrix},$$

so that $a$ and $c$ are `R 0 0` and `R 1 0`, the coefficients of the first orbital. Its normalisation is $a^2 + c^2 = 1$. A square matrix with $R^T R = 1$ also satisfies $R R^T = 1$, which gives three relations between the rows:

$$a^2 + b^2 = 1, \qquad c^2 + d^2 = 1, \qquad ac + bd = 0 .$$

Subtracting the normalisation of the first column from the first two relations gives $b^2 = c^2$ and $d^2 = a^2$, and the third gives $bd = -ac$. The second orbital is thus fixed up to its sign, and its centre depends only on these squares and this product.

In the proof, `mul_eq_one_comm` turns $R^T R = 1$ into $R R^T = 1$. The equations `e`, `f`, `g` and `h` are the column normalisation and the three row relations, and the second and third `linear_combination` perform the two subtractions above. The first and the last only rearrange `e` and `h`.

```lean
/-- For two orthonormal real orbitals, the first is normalised and fixes the squares and the
product of the coefficients of the second. -/
theorem orthogonal_entries {R : Matrix (Fin 2) (Fin 2) ℝ} (hR : Rᵀ * R = 1) :
    R 0 0 ^ 2 + R 1 0 ^ 2 = 1 ∧ R 0 1 ^ 2 = R 1 0 ^ 2 ∧ R 1 1 ^ 2 = R 0 0 ^ 2 ∧
      R 0 1 * R 1 1 = -(R 0 0 * R 1 0) := by
  have hR' : R * Rᵀ = 1 := mul_eq_one_comm.mp hR
  have e := congrFun (congrFun hR 0) 0
  have f := congrFun (congrFun hR' 0) 0
  have g := congrFun (congrFun hR' 1) 1
  have h := congrFun (congrFun hR' 0) 1
  rw [Matrix.one_apply_ne (by decide)] at h
  simp only [Matrix.mul_apply, Fin.sum_univ_two, Matrix.transpose_apply,
    Matrix.one_apply_eq] at e f g h
  refine ⟨?_, ?_, ?_, ?_⟩
  · linear_combination e
  · linear_combination f - e
  · linear_combination g - e
  · linear_combination h
```

## The objective as a quadratic form

For each component, set

$$t_k = D_{k,00} + D_{k,11}, \qquad \delta_k = D_{k,00} - D_{k,11}, \qquad m_k = D_{k,01} .$$

Since $D_k$ is symmetric, the centre of the first orbital is $a^2 D_{k,00} + 2ac\, m_k + c^2 D_{k,11}$. The relations for $b$ and $d$ turn the centre of the second into $c^2 D_{k,00} - 2ac\, m_k + a^2 D_{k,11}$. With $u = a^2 - c^2$ and $v = 2ac$, the two centres are

$$\frac{t_k}{2} \pm \Big( \frac{u\,\delta_k}{2} + v\, m_k \Big) .$$

They lie symmetrically about a midpoint that does not move. In the sum of their squares the cross terms cancel:

$$B(R) = \frac12 \sum_k t_k^2 + \frac12 \Big( u^2 \sum_k \delta_k^2 + 4uv \sum_k \delta_k m_k + 4v^2 \sum_k m_k^2 \Big) .$$

The theorem states this identity for any finite family of symmetric matrices, with $u$ and $v$ written out in entries of `R`. Its proof works component by component. The facts `h0` and `h1` are the two centres, and the last `linear_combination` uses $a^2 + c^2 = 1$ to replace $(a^2+c^2)^2\, t_k^2/2$ by $t_k^2/2$.

```lean
/-- For symmetric position matrices, the Boys objective of two orthonormal real orbitals is a trace
term plus a quadratic form in `a² - c²` and `2ac`, where `(a, c)` are the coefficients of the first
orbital. -/
theorem boysObjective_formula {κ : Type*} [Fintype κ] {D : κ → Matrix (Fin 2) (Fin 2) ℝ}
    (hD : ∀ k, (D k).IsSymm) {R : Matrix (Fin 2) (Fin 2) ℝ} (hR : Rᵀ * R = 1) :
    boysObjective D R = (∑ k, (D k 0 0 + D k 1 1) ^ 2) / 2 +
      ((R 0 0 ^ 2 - R 1 0 ^ 2) ^ 2 * (∑ k, (D k 0 0 - D k 1 1) ^ 2) +
        4 * (R 0 0 ^ 2 - R 1 0 ^ 2) * (2 * R 0 0 * R 1 0) *
          (∑ k, (D k 0 0 - D k 1 1) * D k 0 1) +
        4 * (2 * R 0 0 * R 1 0) ^ 2 * (∑ k, D k 0 1 ^ 2)) / 2 := by
  obtain ⟨hac, hb, hd, hbd⟩ := orthogonal_entries hR
  simp only [boysObjective, Finset.mul_sum, Finset.sum_div, ← Finset.sum_add_distrib]
  refine Finset.sum_congr rfl fun k _ => ?_
  have hs : D k 1 0 = D k 0 1 := (hD k).apply 0 1
  -- the centres of the two orbitals along component `k`
  have h0 : (Rᵀ * D k * R) 0 0 =
      R 0 0 ^ 2 * D k 0 0 + 2 * R 0 0 * R 1 0 * D k 0 1 + R 1 0 ^ 2 * D k 1 1 := by
    simp only [Matrix.mul_apply, Fin.sum_univ_two, Matrix.transpose_apply, hs]
    ring
  have h1 : (Rᵀ * D k * R) 1 1 =
      R 1 0 ^ 2 * D k 0 0 - 2 * R 0 0 * R 1 0 * D k 0 1 + R 0 0 ^ 2 * D k 1 1 := by
    simp only [Matrix.mul_apply, Fin.sum_univ_two, Matrix.transpose_apply, hs]
    linear_combination D k 0 0 * hb + 2 * D k 0 1 * hbd + D k 1 1 * hd
  rw [Fin.sum_univ_two, h0, h1]
  linear_combination
    (D k 0 0 + D k 1 1) ^ 2 / 2 * (R 0 0 ^ 2 + R 1 0 ^ 2 + 1) * hac
```

## When every mixing gives the same value

The identity matrix has $u = 1$ and $v = 0$. The objective is therefore constant exactly when

$$u^2 \sum_k \delta_k^2 + 4uv \sum_k \delta_k m_k + 4v^2 \sum_k m_k^2 = \sum_k \delta_k^2$$

for every orthogonal mixing.

Suppose first that it is constant. The rotations with cosine $3/5$ and sine $\pm 4/5$ have $u = -7/25$ and $v = \pm 24/25$. Subtracting the two resulting equations leaves only the term in $uv$, so $\sum_k \delta_k m_k = 0$. Adding them and using $1 - u^2 = v^2$ gives $\sum_k \delta_k^2 = 4 \sum_k m_k^2$.

Conversely, suppose that both conditions hold. The left-hand side becomes $(u^2 + v^2) \sum_k \delta_k^2$, and

$$u^2 + v^2 = (a^2 - c^2)^2 + 4a^2c^2 = (a^2 + c^2)^2 = 1 .$$

The conditions have a geometric reading. The vector $\delta$ joins the centres of the two original orbitals, and $m$ is the vector of off-diagonal position elements. The objective is constant when $\delta$ is perpendicular to $m$ and twice as long.

The two directions of the Lean proof follow this argument. In the first, `k1` and `k2` are the formula at the two rotations, and `linarith` does the adding and subtracting. In the second, `linear_combination` inserts the two conditions, `hA` and `hC`, together with the normalisation `hac`.

```lean
/-- For symmetric position matrices, the Boys objective of two real orbitals is the same for all
real orthogonal mixings exactly when the position matrices satisfy `∑ (D₀₀ - D₁₁)² = 4 ∑ D₀₁²` and
`∑ (D₀₀ - D₁₁) D₀₁ = 0`. -/
theorem boysObjective_constant_iff {κ : Type*} [Fintype κ]
    {D : κ → Matrix (Fin 2) (Fin 2) ℝ} (hD : ∀ k, (D k).IsSymm) :
    (∀ R : Matrix (Fin 2) (Fin 2) ℝ, Rᵀ * R = 1 → boysObjective D R = boysObjective D 1) ↔
      (∑ k, (D k 0 0 - D k 1 1) ^ 2 = 4 * ∑ k, D k 0 1 ^ 2) ∧
        ∑ k, (D k 0 0 - D k 1 1) * D k 0 1 = 0 := by
  have h0 := boysObjective_formula hD (R := 1) (by simp)
  simp only [Matrix.one_apply_eq,
    Matrix.one_apply_ne (show (1 : Fin 2) ≠ 0 by decide)] at h0
  constructor
  · intro h
    -- two opposite rotations separate the even and the odd part of the quadratic form
    have o1 := planeRotation_orthogonal (c := 3 / 5) (s := 4 / 5) (by norm_num)
    have o2 := planeRotation_orthogonal (c := 3 / 5) (s := -(4 / 5)) (by norm_num)
    have k1 := boysObjective_formula hD o1
    have k2 := boysObjective_formula hD o2
    have a (c s : ℝ) : planeRotation c s 0 0 = c := rfl
    have b (c s : ℝ) : planeRotation c s 1 0 = s := rfl
    rw [h _ o1, h0] at k1
    rw [h _ o2, h0] at k2
    simp only [a, b] at k1 k2
    constructor <;> linarith
  · rintro ⟨hA, hC⟩ R hR
    have hac := (orthogonal_entries hR).1
    rw [boysObjective_formula hD hR, h0]
    linear_combination
      2 * (R 0 0 ^ 2 - R 1 0 ^ 2) * (2 * R 0 0 * R 1 0) * hC
        - (2 * R 0 0 * R 1 0) ^ 2 / 2 * hA
        + (∑ k, (D k 0 0 - D k 1 1) ^ 2) / 2 * (R 0 0 ^ 2 + R 1 0 ^ 2 + 1) * hac
```

The equivalence needs the hypothesis that the matrices are symmetric. Take the single matrix $D = \begin{pmatrix} 0 & 1 \\ -1 & 0 \end{pmatrix}$. Then $R^T D R$ is antisymmetric for every $R$, its diagonal vanishes, and the objective is always 0. The first condition would nevertheless read $0 = 4$. Position matrices of real orbitals are symmetric, so the hypothesis costs nothing physically.

## The value 2 for the chosen pair

For $X$ we have $\delta = 2$ and $m = 0$; for $Y$ we have $\delta = 0$ and $m = 1$. Hence $\sum_k \delta_k^2 = 4 = 4 \sum_k m_k^2$ and $\sum_k \delta_k m_k = 0$, and the objective is constant. At $R = 1$ the centres along $x$ are $1$ and $-1$ and those along $y$ are both 0, so the constant is $1 + 1 = 2$.

The Lean family `![posX, posY]` lists the two components. The proof checks that both matrices are symmetric, verifies the two conditions, and evaluates the objective at the identity.

```lean
/-- For the position matrices `diag(1, -1)` and `(0, 1; 1, 0)`, the Boys objective equals 2 for
every real orthogonal mixing of the two orbitals. -/
theorem boysObjective_eq_two {R : Matrix (Fin 2) (Fin 2) ℝ} (hR : Rᵀ * R = 1) :
    boysObjective ![posX, posY] R = 2 := by
  have hD : ∀ k, ((![posX, posY] : Fin 2 → Matrix (Fin 2) (Fin 2) ℝ) k).IsSymm := by
    intro k
    apply Matrix.IsSymm.ext
    intro i j
    fin_cases k <;> fin_cases i <;> fin_cases j <;> simp [posX, posY]
  rw [(boysObjective_constant_iff hD).mpr ⟨by
    norm_num [Fin.sum_univ_two, posX, posY], by
    norm_num [Fin.sum_univ_two, posX, posY]⟩ R hR]
  norm_num [boysObjective, Fin.sum_univ_two, posX, posY]
```

The rotation with cosine $3/5$ and sine $4/5$ shows how the value is preserved. The new orbitals have coefficients $(3/5, 4/5)$ and $(-4/5, 3/5)$. Their centres along $x$ are

$$\frac{9}{25} - \frac{16}{25} = -\frac{7}{25} \qquad \text{and} \qquad \frac{16}{25} - \frac{9}{25} = \frac{7}{25},$$

and along $y$ they are

$$2 \cdot \frac35 \cdot \frac45 = \frac{24}{25} \qquad \text{and} \qquad -\frac{24}{25} .$$

The objective is $2\,(49 + 576)/625 = 2$. Both centres have moved around the unit circle and remain opposite each other.

## Maximisers that differ by more than order and sign

Localised orbitals are normally regarded as the same if they differ only in order or sign. Such changes of the original pair give matrices with exactly one non-zero entry in each column. The rotation just computed has no zero entry, so it is a different solution in this stronger sense. It spans the same two-dimensional space, and because $R R^T = 1$, filling both orbitals gives the same one-particle density matrix.

The theorem collects three statements: the rotation is orthogonal, all its entries are non-zero, and no real orthogonal mixing has a larger objective than either the identity or this rotation. Once all the values have been rewritten as 2, both inequalities read $2 \le 2$.

```lean
/-- The original orbitals and a rotated pair, in which each orbital has both coefficients
non-zero, both maximise the Boys objective over all real orthogonal mixings. -/
theorem boys_maximisers_not_unique :
    (planeRotation (3 / 5) (4 / 5))ᵀ * planeRotation (3 / 5) (4 / 5) = 1 ∧
      (∀ i j, planeRotation (3 / 5) (4 / 5) i j ≠ 0) ∧
      ∀ R : Matrix (Fin 2) (Fin 2) ℝ, Rᵀ * R = 1 →
        boysObjective ![posX, posY] R ≤ boysObjective ![posX, posY] 1 ∧
        boysObjective ![posX, posY] R ≤
          boysObjective ![posX, posY] (planeRotation (3 / 5) (4 / 5)) := by
  have o := planeRotation_orthogonal (c := 3 / 5) (s := 4 / 5) (by norm_num)
  refine ⟨o, ?_, fun R hR => ?_⟩
  · intro i j
    fin_cases i <;> fin_cases j <;> norm_num [planeRotation]
  · rw [boysObjective_eq_two hR, boysObjective_eq_two o, boysObjective_eq_two (by simp)]
    exact ⟨le_rfl, le_rfl⟩
```

## A complex mixing with a different value

The restriction to real orbitals matters for the constancy. Consider the complex mixing

$$U = \begin{pmatrix} 3/5 & 4i/5 \\ 4i/5 & 3/5 \end{pmatrix} .$$

In Lean each entry is given by its real and imaginary parts.

```lean
/-- A complex mixing of the two orbitals with real and imaginary coefficients. -/
def complexMixing : Matrix (Fin 2) (Fin 2) ℂ :=
  !![⟨3 / 5, 0⟩, ⟨0, 4 / 5⟩; ⟨0, 4 / 5⟩, ⟨3 / 5, 0⟩]
```

The columns of $U$ are normalised, and their scalar product is $12i/25 - 12i/25 = 0$, so $U$ is unitary. The centres along $x$ are again $\mp 7/25$, since they depend only on the moduli of the coefficients. Along $y$ the centre of the first orbital is

$$2\,\mathrm{Re}\Big( \frac35 \cdot \frac{4i}{5} \Big) = 0,$$

and that of the second vanishes in the same way. The sum of squares is $2 \cdot 49/625 = 98/625$, well below 2.

The theorem uses the conjugate transpose `ᴴ` in place of the transpose and takes the real part of each centre. This loses nothing, because the diagonal elements of a Hermitian matrix are real. The objective is thus not constant over all unitary mixings, while the real orthogonal ones remain tied at 2.

```lean
/-- The complex mixing is unitary, and for the same two position matrices the sum of its squared
orbital centres is 98/625. -/
theorem complex_mixing_changes_objective :
    complexMixingᴴ * complexMixing = 1 ∧
      ∑ i, (((complexMixingᴴ * posX.map Complex.ofReal * complexMixing) i i).re ^ 2 +
        ((complexMixingᴴ * posY.map Complex.ofReal * complexMixing) i i).re ^ 2) =
          98 / 625 := by
  constructor
  · ext i j
    fin_cases i <;> fin_cases j <;>
      norm_num [complexMixing, Matrix.mul_apply, Fin.sum_univ_two, Complex.ext_iff]
  · norm_num [complexMixing, posX, posY, Matrix.mul_apply, Fin.sum_univ_two]

end

end BoysNonUnique
```

```lean
#print axioms BoysNonUnique.boysObjective_eq_two
#print axioms BoysNonUnique.boys_maximisers_not_unique
#print axioms BoysNonUnique.complex_mixing_changes_objective
```

```
'BoysNonUnique.boysObjective_eq_two' depends on axioms: [propext, Classical.choice, Quot.sound]
'BoysNonUnique.boys_maximisers_not_unique' depends on axioms: [propext, Classical.choice, Quot.sound]
'BoysNonUnique.complex_mixing_changes_objective' depends on axioms: [propext, Classical.choice, Quot.sound]
```
